# Truncation error of finite-difference derivatives from the moment conditions of the stencil

A stencil is modelled here by algebraic conditions on its weights and nodes, not by a list of named formulas or an interpolation procedure. It consists of finitely many real weights $c_j$ and nodes $a_j$. For an integer derivative order $d\ge 0$ and a degree $m\ge d$, they satisfy

$$\sum_j c_j a_j^k=\begin{cases}d!,&k=d,\\0,&k\ne d,\end{cases}\qquad 0\le k\le m,$$

with $a_j^0=1$ even when $a_j=0$. The nodes may be unevenly spaced and may lie on one side of the evaluation point.

Let $f:\mathbb R\to\mathbb R$ be of class $C^{m+1}$, let $h>0$ be the step, and let $M$ bound $|f^{(m+1)}|$ on the segments from $x$ to the points $x+a_jh$. Then

$$\left|\frac{1}{h^d}\sum_j c_j f(x+a_jh)-f^{(d)}(x)\right|\le \frac{M h^{m+1-d}}{(m+1)!}\sum_j|c_j||a_j|^{m+1}.$$

For $d=1$ and $m\ge1$, if the same $M$ serves for all the steps considered, this bounds the error of a numerical first derivative by a constant times $h^m$.

## Forces and force constants from energies

Such a bound applies when an analytic force is compared with differences of energies, or a force constant is obtained from energies at displaced geometries, provided that the energy is a smooth function of the single displacement coordinate. The force along this coordinate is minus the first derivative of the energy.

If the computed energies $E_j$ satisfy $|E_j-f(x+a_jh)|\le\varepsilon$, the error bound gains the term $\varepsilon\sum_j|c_j|/h^d$. Here $\varepsilon$ bounds the error of each energy, for example from incomplete self-consistency. For $d\ge1$ and fixed positive $\varepsilon$ and $M$, this term grows as $h$ shrinks, while the truncation bound falls.

## Taylor remainders weighted by the stencil

Fix a displacement $t$ of either sign. For $0\le s\le1$, define

$$R_n[f](s)=f(x+st)-\sum_{k=0}^{n-1}\frac{f^{(k)}(x)(st)^k}{k!}.$$

If $f$ is of class $C^n$ and $|f^{(n)}|\le M$ on the segment from $x$ to $x+t$, then

$$|R_n[f](s)|\le \frac{M|t|^n s^n}{n!}.$$

The proof is by induction on $n$. For $n=0$ the sum is empty, and the claim is the assumed bound on $f$. For the next order, differentiate with respect to $s$. The constant term disappears, and each remaining Taylor term of $f$ becomes $t$ times a Taylor term of $f'$:

$$\frac{d}{ds}R_{n+1}[f](s)=t\,R_n[f'](s),\qquad R_{n+1}[f](0)=0.$$

Since $(f')^{(n)}=f^{(n+1)}$, the induction hypothesis applies to $f'$ and gives

$$\left|\frac{d}{ds}R_{n+1}[f](s)\right|\le |t|\frac{M|t|^n s^n}{n!}
=\frac{d}{ds}\frac{M|t|^{n+1}s^{n+1}}{(n+1)!}.$$

Integration from $0$ to $s$ completes the induction.

Now take $t=a_jh$, $s=1$ and $n=m+1$, and call the remainder $r_j$. The weighted Taylor polynomials give

$$\sum_j c_j\sum_{k=0}^m\frac{f^{(k)}(x)(a_jh)^k}{k!}
=\sum_{k=0}^m\frac{f^{(k)}(x)h^k}{k!}\sum_jc_ja_j^k
=f^{(d)}(x)h^d.$$

Only the remainders are left in the error:

$$\left|\frac1{h^d}\sum_jc_jr_j\right|
\le\frac1{h^d}\sum_j|c_j|\frac{M|a_j|^{m+1}h^{m+1}}{(m+1)!},$$

which is the stated bound. For inexact energies, the additional error is $h^{-d}\left|\sum_jc_j(E_j-f(x+a_jh))\right|\le\varepsilon h^{-d}\sum_j|c_j|$, and the triangle inequality adds the two contributions.

The smallest first-derivative case is $m=1$. The forward difference has nodes $0,1$ and weights $-1,1$, so its moments of degree 0 and 1 are 0 and 1. The bound becomes

$$\left|\frac{f(x+h)-f(x)}h-f'(x)\right|\le\frac{Mh}{2},$$

where $M$ bounds $|f''|$.

## The Lean development

```lean
import Mathlib

open Finset

namespace FiniteDifferenceStencil

noncomputable section

variable {ι : Type*} [Fintype ι]

/-- The finite-difference quotient of order `d` with weights `c`, nodes `a` and step `h`,
applied to `f` at the point `x`. -/
def stencil (c a : ι → ℝ) (d : ℕ) (h : ℝ) (f : ℝ → ℝ) (x : ℝ) : ℝ :=
  (∑ j, c j * f (x + a j * h)) / h ^ d

/-- The moment conditions up to degree `m` for a stencil of the `d`-th derivative: each moment of
degree at most `m` is `d!` if its degree is `d`, and vanishes otherwise. -/
def IsStencil (c a : ι → ℝ) (d m : ℕ) : Prop :=
  ∀ k ≤ m, ∑ j, c j * a j ^ k = if k = d then (d.factorial : ℝ) else 0

/-- Taylor's remainder bound along the segment from `x` to `x + t`, for a displacement `t`
of either sign. -/
theorem taylor_segment_bound (n : ℕ) (x t M : ℝ) : ∀ f : ℝ → ℝ, ContDiff ℝ (n : ℕ) f →
    (∀ s ∈ Set.Icc (0 : ℝ) 1, |iteratedDeriv n f (x + s * t)| ≤ M) →
    ∀ s ∈ Set.Icc (0 : ℝ) 1,
      |f (x + s * t) - ∑ k ∈ range n, iteratedDeriv k f x * (s * t) ^ k / (k.factorial : ℝ)|
        ≤ M * |t| ^ n * s ^ n / (n.factorial : ℝ) := by
  induction n with
  | zero =>
    intro f _ hM s hs
    simpa using hM s hs
  | succ n ih =>
    intro f hf hM
    have hf' : ContDiff ℝ ((n : WithTop ℕ∞) + 1) f := by exact_mod_cast hf
    obtain ⟨hd, -, hc⟩ := contDiff_succ_iff_deriv.1 hf'
    have ih' := ih (deriv f) hc (fun s hs => by
      have := hM s hs
      rwa [iteratedDeriv_succ'] at this)
    -- each Taylor term of `f` differentiates to a Taylor term of `f'`
    have hterm : ∀ (k : ℕ) (s : ℝ), HasDerivAt
        (fun s : ℝ => iteratedDeriv (k + 1) f x * (s * t) ^ (k + 1) / ((k + 1).factorial : ℝ))
        (t * (iteratedDeriv k (deriv f) x * (s * t) ^ k / (k.factorial : ℝ))) s := by
      intro k s
      have h1 : HasDerivAt (fun s : ℝ => s * t) t s := hasDerivAt_mul_const t
      refine (((h1.fun_pow (k + 1)).const_mul _).div_const _).congr_deriv ?_
      have hk : (k.factorial : ℝ) ≠ 0 := by exact_mod_cast k.factorial_ne_zero
      have hk1 : (k : ℝ) + 1 ≠ 0 := by positivity
      rw [iteratedDeriv_succ', Nat.factorial_succ, Nat.add_sub_cancel]
      push_cast
      field_simp
    -- hence the remainder of `f` differentiates to `t` times the remainder of `f'`
    have hR : ∀ s : ℝ, HasDerivAt (fun s : ℝ => f (x + s * t) -
          ∑ k ∈ range (n + 1), iteratedDeriv k f x * (s * t) ^ k / (k.factorial : ℝ))
        (t * (deriv f (x + s * t) -
          ∑ k ∈ range n, iteratedDeriv k (deriv f) x * (s * t) ^ k / (k.factorial : ℝ))) s := by
      intro s
      have h1 : HasDerivAt (fun s : ℝ => x + s * t) t s :=
        (hasDerivAt_mul_const t).const_add x
      have h3 : HasDerivAt (fun s : ℝ => f (x + s * t)) (deriv f (x + s * t) * t) s :=
        (hd (x + s * t)).hasDerivAt.comp s h1
      have h4 := HasDerivAt.fun_sum (u := range n) fun k _ => hterm k s
      simp only [Finset.sum_range_succ', pow_zero]
      refine (h3.fun_sub (h4.add_const _)).congr_deriv ?_
      rw [← Finset.mul_sum]
      ring
    have hB : ∀ s : ℝ, HasDerivAt
        (fun s : ℝ => M * |t| ^ (n + 1) * s ^ (n + 1) / ((n + 1).factorial : ℝ))
        (|t| * (M * |t| ^ n * s ^ n / (n.factorial : ℝ))) s := by
      intro s
      refine (((hasDerivAt_pow (n + 1) s).const_mul _).div_const _).congr_deriv ?_
      have hk : (n.factorial : ℝ) ≠ 0 := by exact_mod_cast n.factorial_ne_zero
      have hk1 : (n : ℝ) + 1 ≠ 0 := by positivity
      rw [Nat.factorial_succ, Nat.add_sub_cancel]
      push_cast
      field_simp
      ring
    intro s hs
    refine image_norm_le_of_norm_deriv_right_le_deriv_boundary
      (fun s _ => (hR s).continuousAt.continuousWithinAt)
      (fun s _ => (hR s).hasDerivWithinAt) ?_ hB ?_ hs
    · simp [Finset.sum_range_succ']
    · intro r hr
      rw [norm_mul, Real.norm_eq_abs, Real.norm_eq_abs]
      exact mul_le_mul_of_nonneg_left (ih' r ⟨hr.1, hr.2.le⟩) (abs_nonneg t)

/-- On a Taylor polynomial with derivatives `D k`, the weighted sum over the stencil points
gives `D d * h ^ d`. -/
theorem stencil_taylor_polynomial {c a : ι → ℝ} {d m : ℕ} (hc : IsStencil c a d m)
    (hdm : d ≤ m) (D : ℕ → ℝ) (h : ℝ) :
    ∑ j, c j * ∑ k ∈ range (m + 1), D k * (a j * h) ^ k / (k.factorial : ℝ) = D d * h ^ d := by
  calc _ = ∑ k ∈ range (m + 1), D k * h ^ k / (k.factorial : ℝ) * ∑ j, c j * a j ^ k := by
        simp_rw [Finset.mul_sum]
        rw [Finset.sum_comm]
        refine sum_congr rfl fun k _ => sum_congr rfl fun j _ => ?_
        rw [mul_pow]
        ring
    _ = ∑ k ∈ range (m + 1), if k = d then D d * h ^ d else 0 := by
        refine sum_congr rfl fun k hk => ?_
        rw [hc k (by have := mem_range.1 hk; omega)]
        split_ifs with e
        · subst e
          exact div_mul_cancel₀ _ (by exact_mod_cast k.factorial_ne_zero)
        · exact mul_zero _
    _ = _ := by rw [Finset.sum_ite_eq', if_pos (mem_range.2 (by omega))]

/-- Truncation error of a general stencil for the `d`-th derivative, with the `(m+1)`-th
derivative bounded by `M` on the segments from `x` to the stencil points. -/
theorem stencil_error {c a : ι → ℝ} {d m : ℕ} (hc : IsStencil c a d m) (hdm : d ≤ m)
    {f : ℝ → ℝ} (hf : ContDiff ℝ (m + 1 : ℕ) f) {x h M : ℝ} (hh : 0 < h)
    (hM : ∀ j, ∀ s ∈ Set.Icc (0 : ℝ) 1, |iteratedDeriv (m + 1) f (x + s * (a j * h))| ≤ M) :
    |stencil c a d h f x - iteratedDeriv d f x| ≤
      M * h ^ (m + 1 - d) * (∑ j, |c j| * |a j| ^ (m + 1)) / ((m + 1).factorial : ℝ) := by
  have hp : 0 < h ^ d := pow_pos hh d
  have e : stencil c a d h f x - iteratedDeriv d f x =
      (∑ j, c j * (f (x + a j * h) - ∑ k ∈ range (m + 1),
        iteratedDeriv k f x * (a j * h) ^ k / (k.factorial : ℝ))) / h ^ d := by
    simp_rw [mul_sub]
    rw [Finset.sum_sub_distrib, stencil_taylor_polynomial hc hdm (fun k => iteratedDeriv k f x) h,
      sub_div, mul_div_cancel_right₀ _ hp.ne']
    rfl
  rw [e, abs_div, abs_of_pos hp, div_le_iff₀ hp]
  -- only the Taylor remainders at the stencil points are left
  calc _ ≤ ∑ j, |c j| * (M * |a j * h| ^ (m + 1) / ((m + 1).factorial : ℝ)) := by
        refine (Finset.abs_sum_le_sum_abs _ _).trans (sum_le_sum fun j _ => ?_)
        rw [abs_mul]
        refine mul_le_mul_of_nonneg_left ?_ (abs_nonneg _)
        have := taylor_segment_bound (m + 1) x (a j * h) M f hf (hM j) 1 (by simp)
        simpa only [one_mul, one_pow, mul_one] using this
    _ = M * h ^ (m + 1) * (∑ j, |c j| * |a j| ^ (m + 1)) / ((m + 1).factorial : ℝ) := by
        rw [Finset.mul_sum, Finset.sum_div]
        refine sum_congr rfl fun j _ => ?_
        rw [abs_mul, abs_of_pos hh, mul_pow]
        ring
    _ = _ := by
        rw [← pow_sub_mul_pow h (show d ≤ m + 1 by omega)]
        ring

/-- Truncation error of a general stencil for the first derivative: it is at most a constant times
`h ^ m`. -/
theorem stencil_first_derivative_error {c a : ι → ℝ} {m : ℕ} (hc : IsStencil c a 1 m)
    (hm : 1 ≤ m) {f : ℝ → ℝ} (hf : ContDiff ℝ (m + 1 : ℕ) f) {h M : ℝ} (hh : 0 < h)
    (hM : ∀ y, |iteratedDeriv (m + 1) f y| ≤ M) (x : ℝ) :
    |(∑ j, c j * f (x + a j * h)) / h - deriv f x| ≤
      M * h ^ m * (∑ j, |c j| * |a j| ^ (m + 1)) / ((m + 1).factorial : ℝ) := by
  have key := stencil_error hc hm hf (x := x) hh (fun j s _ => hM _)
  rwa [stencil, pow_one, iteratedDeriv_one, Nat.add_sub_cancel] at key

/-- If each `E j` is within `ε` of the value of `f` at its stencil point, the error of the numerical
derivative is at most the truncation bound plus `ε ∑ |c j| / h ^ d`. -/
theorem noisy_stencil_error {c a : ι → ℝ} {d m : ℕ} (hc : IsStencil c a d m) (hdm : d ≤ m)
    {f : ℝ → ℝ} (hf : ContDiff ℝ (m + 1 : ℕ) f) {x h M ε : ℝ} (hh : 0 < h)
    (hM : ∀ j, ∀ s ∈ Set.Icc (0 : ℝ) 1, |iteratedDeriv (m + 1) f (x + s * (a j * h))| ≤ M)
    (E : ι → ℝ) (hE : ∀ j, |E j - f (x + a j * h)| ≤ ε) :
    |(∑ j, c j * E j) / h ^ d - iteratedDeriv d f x| ≤
      M * h ^ (m + 1 - d) * (∑ j, |c j| * |a j| ^ (m + 1)) / ((m + 1).factorial : ℝ)
        + ε * (∑ j, |c j|) / h ^ d := by
  have hp : 0 < h ^ d := pow_pos hh d
  have h1 : |(∑ j, c j * E j) / h ^ d - stencil c a d h f x| ≤ ε * (∑ j, |c j|) / h ^ d := by
    rw [stencil, ← sub_div, ← Finset.sum_sub_distrib, abs_div, abs_of_pos hp]
    refine div_le_div_of_nonneg_right ?_ hp.le
    rw [Finset.mul_sum]
    refine (Finset.abs_sum_le_sum_abs _ _).trans (sum_le_sum fun j _ => ?_)
    rw [← mul_sub, abs_mul, mul_comm ε]
    exact mul_le_mul_of_nonneg_left (hE j) (abs_nonneg _)
  have h2 := stencil_error hc hdm hf hh hM
  have h3 := abs_sub_le ((∑ j, c j * E j) / h ^ d) (stencil c a d h f x) (iteratedDeriv d f x)
  linarith

/-- The five-point weights satisfy the moment conditions for the first derivative up to
degree four. -/
theorem fivePoint_witness :
    IsStencil (![1 / 12, -2 / 3, 2 / 3, -1 / 12] : Fin 4 → ℝ) ![-2, -1, 1, 2] 1 4 := by
  intro k hk
  interval_cases k <;> simp only [Fin.sum_univ_four, Matrix.cons_val] <;> norm_num

/-- The five-point formula for the first derivative of `f` has an error of at most `M h ^ 4 / 18`,
where `M` bounds the fifth derivative. -/
theorem fivePoint_error {f : ℝ → ℝ} (hf : ContDiff ℝ (5 : ℕ) f) {h M : ℝ} (hh : 0 < h)
    (hM : ∀ y, |iteratedDeriv 5 f y| ≤ M) (x : ℝ) :
    |(f (x - 2 * h) - 8 * f (x - h) + 8 * f (x + h) - f (x + 2 * h)) / (12 * h) - deriv f x|
      ≤ M * h ^ 4 / 18 := by
  have key := stencil_first_derivative_error fivePoint_witness (by norm_num) hf hh hM x
  have hF : (((4 + 1).factorial : ℕ) : ℝ) = 120 := by norm_num [Nat.factorial]
  have hS : ∑ j, |(![1 / 12, -2 / 3, 2 / 3, -1 / 12] : Fin 4 → ℝ) j| *
      |(![-2, -1, 1, 2] : Fin 4 → ℝ) j| ^ (4 + 1) = 20 / 3 := by
    simp only [Fin.sum_univ_four, Matrix.cons_val]
    norm_num [abs_div]
  rw [hS, hF, Fin.sum_univ_four] at key
  change |(1 / 12 * f (x + -2 * h) + -2 / 3 * f (x + -1 * h) + 2 / 3 * f (x + 1 * h)
    + -1 / 12 * f (x + 2 * h)) / h - deriv f x| ≤ _ at key
  rw [show x + -2 * h = x - 2 * h by ring, show x + -1 * h = x - h by ring,
    show x + 1 * h = x + h by ring] at key
  have e : (f (x - 2 * h) - 8 * f (x - h) + 8 * f (x + h) - f (x + 2 * h)) / (12 * h) =
      (1 / 12 * f (x - 2 * h) + -2 / 3 * f (x - h) + 2 / 3 * f (x + h)
        + -1 / 12 * f (x + 2 * h)) / h := by
    field_simp
    ring
  rw [e]
  linarith

/-- The three-point formula for the second derivative of `f` has an error of at most `M h ^ 2 / 12`,
where `M` bounds the fourth derivative. -/
theorem threePoint_curvature_error {f : ℝ → ℝ} (hf : ContDiff ℝ (4 : ℕ) f) {h M : ℝ}
    (hh : 0 < h) (hM : ∀ y, |iteratedDeriv 4 f y| ≤ M) (x : ℝ) :
    |(f (x - h) - 2 * f x + f (x + h)) / h ^ 2 - iteratedDeriv 2 f x| ≤ M * h ^ 2 / 12 := by
  have hc : IsStencil (![1, -2, 1] : Fin 3 → ℝ) ![-1, 0, 1] 2 3 := by
    intro k hk
    interval_cases k <;> simp only [Fin.sum_univ_three, Matrix.cons_val] <;>
      norm_num [Nat.factorial]
  have key := stencil_error hc (by norm_num) hf (x := x) hh (fun j s _ => hM _)
  have hF : (((3 + 1).factorial : ℕ) : ℝ) = 24 := by norm_num [Nat.factorial]
  have hS : ∑ j, |(![1, -2, 1] : Fin 3 → ℝ) j| *
      |(![-1, 0, 1] : Fin 3 → ℝ) j| ^ (3 + 1) = 2 := by
    simp only [Fin.sum_univ_three, Matrix.cons_val]
    norm_num
  rw [hS, hF, stencil, Fin.sum_univ_three, show 3 + 1 - 2 = 2 from rfl] at key
  change |(1 * f (x + -1 * h) + -2 * f (x + 0 * h) + 1 * f (x + 1 * h)) / h ^ 2
    - iteratedDeriv 2 f x| ≤ _ at key
  rw [show x + -1 * h = x - h by ring, show x + 0 * h = x by ring,
    show x + 1 * h = x + h by ring] at key
  rw [show f (x - h) - 2 * f x + f (x + h) = 1 * f (x - h) + -2 * f x + 1 * f (x + h) by ring]
  linarith

/-- For the cubic `y ^ 3`, whose third derivative is `6`, the error of the central difference
is `h ^ 2`, and this equals the general truncation bound with `M = 6` and `m = 2`. -/
theorem central_difference_sharp (x : ℝ) {h : ℝ} (hh : 0 < h) :
    (∀ y, iteratedDeriv 3 (fun y : ℝ => y ^ 3) y = 6) ∧
    ((x + h) ^ 3 - (x - h) ^ 3) / (2 * h) - deriv (fun y : ℝ => y ^ 3) x = h ^ 2 ∧
    6 * h ^ 2 * (∑ j, |(![-1 / 2, 1 / 2] : Fin 2 → ℝ) j| * |(![-1, 1] : Fin 2 → ℝ) j| ^ 3)
      / (Nat.factorial 3 : ℝ) = h ^ 2 := by
  have h1 : deriv (fun y : ℝ => y ^ 3) = fun y => 3 * y ^ 2 := by
    funext y
    exact (hasDerivAt_pow 3 y).deriv.trans (by norm_num)
  have h2 : deriv (fun y : ℝ => 3 * y ^ 2) = fun y => 6 * y := by
    funext y
    exact ((hasDerivAt_pow 2 y).const_mul 3).deriv.trans (by norm_num; ring)
  have h3 : deriv (fun y : ℝ => 6 * y) = fun _ => 6 := by
    funext y
    exact ((hasDerivAt_id' y).const_mul 6).deriv.trans (by norm_num)
  refine ⟨fun y => ?_, ?_, ?_⟩
  · change iteratedDeriv (0 + 1 + 1 + 1) (fun y : ℝ => y ^ 3) y = 6
    rw [iteratedDeriv_succ', h1, iteratedDeriv_succ', h2, iteratedDeriv_succ', h3,
      iteratedDeriv_zero]
  · rw [h1]
    have hne : h ≠ 0 := hh.ne'
    have e : (x + h) ^ 3 - (x - h) ^ 3 = (3 * x ^ 2 + h ^ 2) * (2 * h) := by ring
    rw [e, mul_div_cancel_right₀ _ (mul_ne_zero two_ne_zero hne)]
    ring
  · have hS : ∑ j, |(![-1 / 2, 1 / 2] : Fin 2 → ℝ) j| * |(![-1, 1] : Fin 2 → ℝ) j| ^ 3 = 1 := by
      norm_num [Fin.sum_univ_two, abs_div]
    have hF : (Nat.factorial 3 : ℝ) = 6 := by norm_num [Nat.factorial]
    rw [hS, hF]
    ring

end

end FiniteDifferenceStencil
```

```lean
#print axioms FiniteDifferenceStencil.stencil_first_derivative_error
-- 'FiniteDifferenceStencil.stencil_first_derivative_error' depends on axioms: [propext, Classical.choice, Quot.sound]
#print axioms FiniteDifferenceStencil.fivePoint_error
-- 'FiniteDifferenceStencil.fivePoint_error' depends on axioms: [propext, Classical.choice, Quot.sound]
#print axioms FiniteDifferenceStencil.threePoint_curvature_error
-- 'FiniteDifferenceStencil.threePoint_curvature_error' depends on axioms: [propext, Classical.choice, Quot.sound]
#print axioms FiniteDifferenceStencil.central_difference_sharp
-- 'FiniteDifferenceStencil.central_difference_sharp' depends on axioms: [propext, Classical.choice, Quot.sound]
```

## How the code encodes the bound

The finite type `ι` labels the stencil points, and `c` and `a` hold the weights and nodes. `stencil` is the difference quotient, and `IsStencil c a d m` is the set of moment conditions. `iteratedDeriv d f x` means $f^{(d)}(x)$, and `ContDiff ℝ (m + 1 : ℕ) f` is the smoothness assumption.

`taylor_segment_bound` carries out the induction. Inside it, `hterm` differentiates one Taylor term, `hR` differentiates the whole remainder, and `hB` differentiates the proposed bound. A comparison theorem for derivatives then takes the place of the integration.

`stencil_taylor_polynomial` exchanges the two sums and applies the moment conditions. `stencil_error` subtracts the Taylor polynomials, bounds the remainders at $s=1$ and divides by $h^d$. `stencil_first_derivative_error` sets $d=1$ and asks that $M$ bound $|f^{(m+1)}|$ on the whole line, as do the five-point and three-point error bounds below. A Morse curve has no such $M$, but `stencil_error` still applies to it and gives the same constants with $M$ taken on the segments. `noisy_stencil_error` adds the energy errors by the triangle inequality.

Three results give concrete constants:

- `fivePoint_witness` checks the moments of the five-point first-derivative formula degree by degree; the central point has weight zero and is omitted. `fivePoint_error` evaluates $\sum_j|c_j||a_j|^5=20/3$ and obtains $Mh^4/18$.
- `threePoint_curvature_error` uses $d=2$, $m=3$ and $\sum_j|c_j||a_j|^4=2$ to obtain $Mh^2/12$.
- `central_difference_sharp` shows that for $f(y)=y^3$ the central difference has error exactly $h^2$, equal to the general bound with $M=6$ and $m=2$.

## Smoothness, the size of M and rounding

The bound holds at every positive $h$, not only asymptotically, but it is useful only with a valid $M$. That number is an input: it limits the magnitude of the potential curve's derivative of order $m+1$ on the segments from $x$ to the stencil points, and sampled energies alone do not supply it.

Smoothness is required on the whole real line, even where `stencil_error` needs $M$ only on the segments. A potential with a singularity at zero separation therefore does not meet the hypotheses directly, and neither does a curve with a kink at a state crossing.

The quotient is formed in exact real arithmetic. The parameter $\varepsilon$ covers errors in the supplied energies, including the effect of evaluating them at rounded displacements, but not rounding of the weighted sum or the division.

The cubic shows that the general estimate can be attained, not that its constant is best for every stencil. Taking absolute values discards cancellation between points: in the five-point formula the leading Taylor error has magnitude $|f^{(5)}(x)|h^4/30$, below the guaranteed $Mh^4/18$.
